# The zero-point shift of a Bogoliubov-diagonalized boson Hamiltonian with nonnegative mode energies is never positive

How far pair creation shifts the zero-point energy of coupled bosonic modes is treated here as a question about finite complex matrices, not about operators on Fock space. The Hamiltonian in question is

\[
\hat H=\sum_{ij}A_{ij}a_i^\dagger a_j+\tfrac12\sum_{ij}\bigl(B_{ij}a_i^\dagger a_j^\dagger+\text{h.c.}\bigr),
\]

where \(a_i\) annihilates a boson in mode \(i\), \(A\) is Hermitian and \(B\) is symmetric. Writing it symmetrically in \(a\) and \(a^\dagger\) costs a constant \(-\tfrac12\operatorname{tr}A\), from the commutators. New modes \(b_k\) with energies \(E_k\) contribute \(\tfrac12\sum_kE_k\), so the vacuum of the \(b_k\) has energy \(\tfrac12(\sum_kE_k-\operatorname{tr}A)\). This passage from operators to matrices is the step that the Lean code takes for granted.

## Matrices for the bosons and their normal modes

```lean
import Mathlib

open Matrix

namespace BosonicZeroPointShift

noncomputable section

variable {n : Type*} [Fintype n] [DecidableEq n]
```

The finite type `n` labels both the original modes \(i\) and the normal modes \(k\).

```lean
/-- The matrix `[[A, B], [conj B, conj A]]` of a quadratic boson Hamiltonian, with hopping
block `A` and pair-creation block `B`. -/
def hamiltonian (A B : Matrix n n ℂ) : Matrix (n ⊕ n) (n ⊕ n) ℂ :=
  fromBlocks A B (B.map star) (A.map star)
```

This is \(H=\begin{pmatrix}A&B\\ \bar B&\bar A\end{pmatrix}\). The index type `n ⊕ n` holds two copies of the labels, one for \(a\) and one for \(a^\dagger\). `B.map star` conjugates each entry without transposing.

```lean
/-- The matrix `[[U, conj V], [V, conj U]]` that mixes annihilation and creation operators. -/
def transformation (U V : Matrix n n ℂ) : Matrix (n ⊕ n) (n ⊕ n) ℂ :=
  fromBlocks U (V.map star) V (U.map star)
```

This is \(T=\begin{pmatrix}U&\bar V\\ V&\bar U\end{pmatrix}\), which stands for \(a_i=\sum_k(U_{ik}b_k+\bar V_{ik}b_k^\dagger)\). The letter \(V\) is an amplitude, not a potential.

```lean
/-- The bosonic metric `diag(1, -1)`. -/
def metric : Matrix (n ⊕ n) (n ⊕ n) ℂ := fromBlocks 1 0 0 (-1)
```

The metric \(\eta=\operatorname{diag}(1,-1)\) carries the signs of the bosonic commutators.

```lean
/-- The diagonal matrix of the mode energies. -/
def energies (E : n → ℝ) : Matrix n n ℂ := diagonal fun k => (E k : ℂ)
```

Write \(D=\operatorname{diag}(E_k)\) for this matrix. The energies are real, and their sign is still free.

```lean
/-- The transformation built from `U` and `V` preserves the bosonic metric and brings the
Hamiltonian matrix to the form `diag(E, E)`. -/
structure Diagonalizes (A B U V : Matrix n n ℂ) (E : n → ℝ) : Prop where
  paraunitary : (transformation U V)ᴴ * metric * transformation U V = metric
  diagonal : (transformation U V)ᴴ * hamiltonian A B * transformation U V =
    fromBlocks (energies E) 0 0 (energies E)
```

`Diagonalizes` collects the two hypotheses, with `ᴴ` for the conjugate transpose. The first, \(T^\dagger\eta T=\eta\), says that the \(b_k\) obey bosonic commutation relations. The second, \(T^\dagger HT=\operatorname{diag}(D,D)\), says that they are decoupled. The existence of such a \(T\) is assumed, not derived.

```lean
/-- The energy-weighted size of the columns of `X`: the sum over modes `k` of `E k` times
the squared norm of column `k`. -/
def weight (E : n → ℝ) (X : Matrix n n ℂ) : ℝ := ∑ k, E k * ∑ i, ‖X i k‖ ^ 2
```

In symbols, \(w(X)=\sum_kE_k\sum_i|X_{ik}|^2\).

```lean
/-- The zero-point shift: half the sum of the mode energies minus half the real part of the
trace of `A`. -/
def zeroPointShift (A : Matrix n n ℂ) (E : n → ℝ) : ℝ := (∑ k, E k - A.trace.re) / 2
```

The shift is \(\tfrac12(\sum_kE_k-\operatorname{Re}\operatorname{tr}A)\). The real part makes it a real number by definition.

## From the normal modes back to \(A\) and \(B\)

```lean
/-- The bosonic metric squares to the identity. -/
theorem metric_sq : (metric : Matrix (n ⊕ n) (n ⊕ n) ℂ) * metric = 1 := by
  simp [metric, fromBlocks_multiply]
```

Block multiplication gives \(\eta^2=1\).

```lean
/-- A matrix `T` with `Tᴴ η T = η` also satisfies the completeness relation `T η Tᴴ = η`. -/
theorem completeness {T : Matrix (n ⊕ n) (n ⊕ n) ℂ} (h : Tᴴ * metric * T = metric) :
    T * metric * Tᴴ = metric := by
  have h1 : (metric * Tᴴ * metric) * T = 1 := by
    calc (metric * Tᴴ * metric) * T = metric * (Tᴴ * metric * T) := by
          simp only [Matrix.mul_assoc]
      _ = 1 := by rw [h, metric_sq]
  -- a left inverse of a square matrix is a right inverse
  have h2 := mul_eq_one_comm.mp h1
  calc T * metric * Tᴴ = T * (metric * Tᴴ * metric) * metric := by
        simp only [Matrix.mul_assoc, metric_sq, Matrix.mul_one]
    _ = metric := by rw [h2, Matrix.one_mul]
```

Multiplying \(T^\dagger\eta T=\eta\) by \(\eta\) from the left gives \((\eta T^\dagger\eta)T=1\). Hence also \(T(\eta T^\dagger\eta)=1\), and multiplying by \(\eta\) from the right gives \(T\eta T^\dagger=\eta\).

The exchange of the two factors is done by `mul_eq_one_comm`. It is an equivalence between \(MN=1\) and \(NM=1\), and `.mp` uses it from left to right. For square matrices of finite size this is a theorem, although matrices do not commute in general. In infinite dimension it can fail: a one-sided shift has a left inverse but no right inverse. Finiteness of `n` therefore does real work here.

```lean
/-- The blocks `A`, `B` and `conj A` of a diagonalized Hamiltonian, written through the mode
amplitudes `U`, `V` and the mode energies. -/
theorem blocks_eq {A B U V : Matrix n n ℂ} {E : n → ℝ} (h : Diagonalizes A B U V E) :
    A = U * energies E * Uᴴ + V.map star * energies E * (V.map star)ᴴ ∧
    B = -(U * energies E * Vᴴ + V.map star * energies E * (U.map star)ᴴ) ∧
    A.map star = V * energies E * Vᴴ + U.map star * energies E * (U.map star)ᴴ := by
  have key : hamiltonian A B = metric * transformation U V * metric *
      fromBlocks (energies E) 0 0 (energies E) *
      (metric * (transformation U V)ᴴ * metric) := by
    calc hamiltonian A B = (metric * metric) * hamiltonian A B * (metric * metric) := by
          rw [metric_sq, Matrix.one_mul, Matrix.mul_one]
      _ = metric * (transformation U V * metric * (transformation U V)ᴴ) * hamiltonian A B *
          ((transformation U V * metric * (transformation U V)ᴴ) * metric) := by
          rw [completeness h.paraunitary]
      _ = metric * transformation U V * metric *
          ((transformation U V)ᴴ * hamiltonian A B * transformation U V) *
          (metric * (transformation U V)ᴴ * metric) := by simp only [Matrix.mul_assoc]
      _ = _ := by rw [h.diagonal]
  simp only [hamiltonian, transformation, metric, fromBlocks_conjTranspose,
    fromBlocks_multiply, Matrix.one_mul, Matrix.mul_one, Matrix.zero_mul, Matrix.mul_zero,
    Matrix.neg_mul, Matrix.mul_neg, neg_neg, add_zero, zero_add,
    fromBlocks_inj] at key
  obtain ⟨hA, hB, -, hD⟩ := key
  exact ⟨hA.trans (by abel), hB.trans (by abel), hD.trans (by abel)⟩
```

Insert \(\eta^2=1\) on both sides of \(H\), then replace one \(\eta\) on each side by \(T\eta T^\dagger\):

\[
H=\eta(T\eta T^\dagger)H(T\eta T^\dagger)\eta=(\eta T\eta)\,\operatorname{diag}(D,D)\,(\eta T^\dagger\eta).
\]

The `calc` chain is this computation. Multiplying out the blocks gives

\[
\begin{aligned}
A&=UDU^\dagger+\bar VDV^{T},\\
B&=-(UDV^\dagger+\bar VDU^{T}),\\
\bar A&=VDV^\dagger+\bar UDU^{T}.
\end{aligned}
\]

In the code, `fromBlocks_inj` turns one equation between block matrices into four equations between blocks. The formulas also show why Hermiticity of \(A\) and symmetry of \(B\) need no separate hypotheses.

## The trace identity and the sign of the shift

```lean
/-- The trace of `X E Xᴴ` is the energy-weighted size of the columns of `X`. -/
theorem trace_eq_weight (E : n → ℝ) (X : Matrix n n ℂ) :
    (X * energies E * Xᴴ).trace = (weight E X : ℂ) := by
  have entry : ∀ i, (X * energies E * Xᴴ) i i = ∑ k, (E k : ℂ) * (‖X i k‖ : ℂ) ^ 2 := by
    intro i
    rw [Matrix.mul_apply]
    refine Finset.sum_congr rfl fun k _ => ?_
    rw [energies, Matrix.mul_diagonal, conjTranspose_apply]
    have h : X i k * star (X i k) = ((‖X i k‖ ^ 2 : ℝ) : ℂ) := by
      rw [← Complex.normSq_eq_norm_sq]
      exact Complex.mul_conj _
    push_cast at h
    linear_combination (E k : ℂ) * h
  simp only [Matrix.trace, Matrix.diag_apply, entry, weight]
  push_cast
  simp only [Finset.mul_sum]
  exact Finset.sum_comm
```

The diagonal entries of \(XDX^\dagger\) are \(\sum_kE_k|X_{ik}|^2\). Summing over \(i\) and exchanging the sums gives \(\operatorname{tr}(XDX^\dagger)=w(X)\).

```lean
/-- For a diagonalized Hamiltonian, the trace of `A` minus the sum of the mode energies is twice the
energy-weighted size of the creation amplitudes `V`. -/
theorem trace_sub_sum_energies {A B U V : Matrix n n ℂ} {E : n → ℝ}
    (h : Diagonalizes A B U V E) :
    A.trace - ∑ k, (E k : ℂ) = ((2 * ∑ k, E k * ∑ i, ‖V i k‖ ^ 2 : ℝ) : ℂ) := by
  change _ = ((2 * weight E V : ℝ) : ℂ)
  -- normalization of the modes
  have hN : Uᴴ * U - Vᴴ * V = 1 := by
    have hp := h.paraunitary
    simp only [transformation, metric, fromBlocks_conjTranspose, fromBlocks_multiply,
      Matrix.mul_one, Matrix.mul_zero, Matrix.neg_mul, Matrix.mul_neg, add_zero, zero_add,
      fromBlocks_inj] at hp
    rw [sub_eq_add_neg]
    exact hp.1
  have hT : (U * energies E * Uᴴ).trace - (V * energies E * Vᴴ).trace = ∑ k, (E k : ℂ) := by
    rw [trace_mul_cycle U, trace_mul_cycle V, ← trace_sub, ← Matrix.sub_mul, hN,
      Matrix.one_mul, energies, trace_diagonal]
  have hc : weight E (V.map star) = weight E V := by simp [weight]
  rw [trace_eq_weight E V] at hT
  rw [(blocks_eq h).1, trace_add, trace_eq_weight E (V.map star), hc]
  push_cast
  linear_combination hT
```

The statement reads

\[
\operatorname{tr}A-\sum_kE_k=2\sum_kE_k\sum_i|V_{ik}|^2 ,
\]

as an equation between complex numbers, for real energies of any sign. The upper-left block of \(T^\dagger\eta T=\eta\) is \(U^\dagger U-V^\dagger V=1\), called `hN`. Cycling the trace then gives `hT`:

\[
w(U)-w(V)=\operatorname{tr}\bigl[(U^\dagger U-V^\dagger V)D\bigr]=\sum_kE_k .
\]

The formula for \(A\) gives \(\operatorname{tr}A=w(U)+w(\bar V)=w(U)+w(V)\), since conjugation preserves absolute values. Subtracting the two lines leaves \(2w(V)\), which is the final `linear_combination`.

```lean
/-- For a diagonalized Hamiltonian, the zero-point shift is minus the sum over modes of the mode
energy times the squared norm of its creation amplitudes; it is never positive if all mode energies
are nonnegative. -/
theorem zeroPointShift_eq_and_nonpos {A B U V : Matrix n n ℂ} {E : n → ℝ}
    (h : Diagonalizes A B U V E) :
    zeroPointShift A E = -∑ k, E k * ∑ i, ‖V i k‖ ^ 2 ∧
    ((∀ k, 0 ≤ E k) → zeroPointShift A E ≤ 0) := by
  have hs : zeroPointShift A E = -∑ k, E k * ∑ i, ‖V i k‖ ^ 2 := by
    have ht := congrArg Complex.re (trace_sub_sum_energies h)
    rw [← Complex.ofReal_sum, Complex.sub_re, Complex.ofReal_re, Complex.ofReal_re] at ht
    unfold zeroPointShift
    linarith
  refine ⟨hs, fun hE => ?_⟩
  rw [hs, neg_nonpos]
  exact Finset.sum_nonneg fun k _ =>
    mul_nonneg (hE k) (Finset.sum_nonneg fun i _ => sq_nonneg _)
```

Taking real parts and dividing by \(-2\) gives

\[
\tfrac12\Bigl(\sum_kE_k-\operatorname{Re}\operatorname{tr}A\Bigr)=-\sum_kE_k\sum_i|V_{ik}|^2 .
\]

If every \(E_k\ge0\), each term of the sum is nonnegative, so the shift is at most zero. Nonnegative energies mean that exciting a normal mode never lowers the energy.

For finitely many modes, and whenever a diagonalizing \(T\) with nonnegative energies exists, this is the sign of the zero-point correction to the classical energy in linear spin-wave theory for bilinear exchange between different spins. Single-ion anisotropy can add a positive constant when the spin operators are expanded in bosons, and that constant is not part of the shift. The direct RPA correlation energy has the same form as the shift in its quasi-boson formulation. The isotropic Heisenberg antiferromagnet on a finite periodic lattice is a case without such a \(T\), because of its uniform zero mode; the theorem applies there only after that mode has been separated off or given a gap, for example by a small staggered field.

## When the shift vanishes

```lean
/-- For a diagonalized Hamiltonian with nonnegative mode energies, the zero-point shift vanishes
exactly when the Hamiltonian has no pair-creation block. -/
theorem zeroPointShift_eq_zero_iff {A B U V : Matrix n n ℂ} {E : n → ℝ}
    (h : Diagonalizes A B U V E) (hE : ∀ k, 0 ≤ E k) :
    zeroPointShift A E = 0 ↔ B = 0 := by
  have hpos : ∀ X : Matrix n n ℂ, 0 ≤ weight E X := fun X =>
    Finset.sum_nonneg fun k _ => mul_nonneg (hE k) (Finset.sum_nonneg fun i _ => sq_nonneg _)
  obtain ⟨-, hB, hD⟩ := blocks_eq h
  rw [(zeroPointShift_eq_and_nonpos h).1, neg_eq_zero]
  constructor
  · intro h0
    -- each mode has zero energy or no creation amplitude
    have hz : ∀ i k, E k = 0 ∨ V i k = 0 := by
      intro i k
      have hk := (Finset.sum_eq_zero_iff_of_nonneg fun k _ => mul_nonneg (hE k)
        (Finset.sum_nonneg fun i _ => sq_nonneg ‖V i k‖)).mp h0 k (Finset.mem_univ k)
      rcases mul_eq_zero.mp hk with h1 | h1
      · exact Or.inl h1
      · have h2 := (Finset.sum_eq_zero_iff_of_nonneg fun i _ => sq_nonneg ‖V i k‖).mp h1 i
          (Finset.mem_univ i)
        exact Or.inr (norm_eq_zero.mp (pow_eq_zero_iff two_ne_zero |>.mp h2))
    have h1 : energies E * Vᴴ = 0 := by
      ext k i
      rw [energies, Matrix.diagonal_mul, conjTranspose_apply]
      rcases hz i k with h | h <;> simp [h]
    have h2 : V.map star * energies E = 0 := by
      ext i k
      rw [energies, Matrix.mul_diagonal, Matrix.map_apply]
      rcases hz i k with h | h <;> simp [h]
    rw [hB, Matrix.mul_assoc U, h1, h2, Matrix.mul_zero, Matrix.zero_mul, add_zero, neg_zero]
  · intro h0
    have hm : metric * hamiltonian A B * transformation U V =
        transformation U V * metric * fromBlocks (energies E) 0 0 (energies E) := by
      calc metric * hamiltonian A B * transformation U V
          = (transformation U V * metric * (transformation U V)ᴴ) * hamiltonian A B *
            transformation U V := by rw [completeness h.paraunitary]
        _ = transformation U V * metric *
            ((transformation U V)ᴴ * hamiltonian A B * transformation U V) := by
            simp only [Matrix.mul_assoc]
        _ = _ := by rw [h.diagonal]
    have hb : B.map star = 0 := by
      ext i j
      simp [h0]
    simp only [hamiltonian, transformation, metric, hb, fromBlocks_multiply, Matrix.one_mul,
      Matrix.mul_one, Matrix.zero_mul, Matrix.mul_zero, Matrix.neg_mul, Matrix.mul_neg,
      add_zero, zero_add, fromBlocks_inj] at hm
    have hV : V * energies E = -(A.map star * V) := hm.2.2.1.symm
    have hX : ∀ X : Matrix n n ℂ,
        (X * energies E * Xᴴ * V * Vᴴ).trace = (weight E (Vᴴ * X) : ℂ) := by
      intro X
      rw [← trace_eq_weight, trace_mul_comm, conjTranspose_mul, conjTranspose_conjTranspose]
      simp only [Matrix.mul_assoc]
    -- the weight of `V` is minus a sum of two nonnegative weights
    have hw : (weight E V : ℂ) =
        -((weight E (Vᴴ * V) : ℂ) + (weight E (Vᴴ * U.map star) : ℂ)) := by
      rw [← trace_eq_weight, hV, hD, Matrix.neg_mul, trace_neg, Matrix.add_mul,
        Matrix.add_mul, trace_add, hX, hX]
    have hr : weight E V = -(weight E (Vᴴ * V) + weight E (Vᴴ * U.map star)) := by
      exact_mod_cast hw
    change weight E V = 0
    linarith [hpos V, hpos (Vᴴ * V), hpos (Vᴴ * U.map star)]
```

For nonnegative energies, the shift is zero exactly when \(B=0\).

Suppose first that \(w(V)=0\). A sum of nonnegative terms vanishes only if each term does, so for all \(i,k\) either \(E_k=0\) or \(V_{ik}=0\). Then \(DV^\dagger=0\) and \(\bar VD=0\), and the formula for \(B\) gives \(B=0\).

Conversely, let \(B=0\). Completeness gives \(\eta HT=T\eta\operatorname{diag}(D,D)\), whose lower-left block is \(VD=-\bar AV\). Inserting the formula for \(\bar A\) and cycling the trace,

\[
w(V)=-\operatorname{tr}(\bar AVV^\dagger)=-w(V^\dagger V)-w(V^\dagger\bar U).
\]

All three weights are nonnegative, so `linarith` concludes \(w(V)=0\). Modes with \(E_k=0\) are allowed as long as \(T\) exists, and for them the column of \(V\) may be nonzero even though the shift vanishes. A zero mode of free-particle type, such as the single mode with \(A=B=1\), is not covered: there \(H\) has rank one, so no invertible \(T\) brings it to the form \(\operatorname{diag}(E,E)\).

## One mode in numbers

```lean
/-- A single mode with `A = 17`, `B = -15` is diagonalized by `U = 5/4`, `V = 3/4` with mode
energy `8`, and its zero-point shift is `-9/2`. -/
theorem diagonalizes_witness :
    Diagonalizes (n := Fin 1) !![17] !![-15] !![5 / 4] !![3 / 4] (fun _ => 8) ∧
    zeroPointShift (n := Fin 1) !![17] (fun _ => 8) = -9 / 2 := by
  -- all entries are real, so conjugation does nothing
  have hs : ∀ (z : ℂ) (x : ℝ), z = (x : ℂ) → star z = z := by
    rintro _ x rfl
    exact Complex.conj_ofReal x
  have hm : ∀ z : ℂ, star z = z → (!![z] : Matrix (Fin 1) (Fin 1) ℂ).map star = !![z] := by
    intro z hz
    ext i j
    fin_cases i
    fin_cases j
    exact hz
  have hc : ∀ z : ℂ, star z = z → (!![z] : Matrix (Fin 1) (Fin 1) ℂ)ᴴ = !![z] := by
    intro z hz
    ext i j
    fin_cases i
    fin_cases j
    exact hz
  have hU := hs (5 / 4) (5 / 4) (by norm_num)
  have hV := hs (3 / 4) (3 / 4) (by norm_num)
  have hA := hs 17 17 (by norm_num)
  have hB := hs (-15) (-15) (by norm_num)
  refine ⟨⟨?_, ?_⟩, ?_⟩
  · simp only [transformation, metric, fromBlocks_conjTranspose, hm _ hU, hm _ hV,
      hc _ hU, hc _ hV, fromBlocks_multiply]
    ext (i | i) (j | j) <;> fin_cases i <;> fin_cases j <;>
      simp <;> norm_num
  · simp only [transformation, hamiltonian, fromBlocks_conjTranspose, hm _ hU, hm _ hV,
      hm _ hA, hm _ hB, hc _ hU, hc _ hV, fromBlocks_multiply]
    ext (i | i) (j | j) <;> fin_cases i <;> fin_cases j <;>
      simp [energies] <;> norm_num
  · norm_num [zeroPointShift, Matrix.trace]

end

end BosonicZeroPointShift
```

Here \(U^2-V^2=\tfrac{25}{16}-\tfrac9{16}=1\). The diagonal entry of \(T^\dagger HT\) is \(17\cdot\tfrac{34}{16}-15\cdot\tfrac{30}{16}=8\), and the off-diagonal entry is \(17\cdot\tfrac{30}{16}-15\cdot\tfrac{34}{16}=0\). The shift is \(\tfrac12(8-17)=-\tfrac92\), in agreement with \(-8\cdot\tfrac9{16}\). The proof removes the conjugations, since all numbers are real, and checks the matrices entry by entry.

```lean
#print axioms BosonicZeroPointShift.zeroPointShift_eq_and_nonpos
#print axioms BosonicZeroPointShift.zeroPointShift_eq_zero_iff
```

```
'BosonicZeroPointShift.zeroPointShift_eq_and_nonpos' depends on axioms: [propext, Classical.choice, Quot.sound]
'BosonicZeroPointShift.zeroPointShift_eq_zero_iff' depends on axioms: [propext, Classical.choice, Quot.sound]
```
